# Correlations $r^k$ with $|r|<1$ give an integrated autocorrelation time that tends to $(1+r)/(1-r)$

A Markov chain Monte Carlo run makes each configuration by altering the previous one, so successive measurements of an energy or a magnetisation usually resemble each other. For $N$ uncorrelated measurements of variance $\sigma^2$, the mean has variance $\sigma^2/N$. How must this be corrected when measurements $k$ steps apart have correlation $r^k$?

The correction is a factor $\tau_N$, which tends to $(1+r)/(1-r)$ for long runs. It multiplies the variance, so the naive error bar $\sigma/\sqrt N$, a standard deviation, is multiplied by $\sqrt{\tau_N}$. Correlations $r^k$ describe an observable that decays at a single rate in a stationary chain; a general observable may mix several rates.

## Samples, their mean and the correlation factor

The measurements are real random variables $X_0,X_1,\dots$ on a space `Ω` with measure `μ`, which the variance theorems require to be a probability measure.

In Lean 4 with Mathlib:

```lean
import Mathlib

open MeasureTheory ProbabilityTheory Filter Topology Finset

namespace AutocorrelationTime

noncomputable section

variable {Ω : Type*} [MeasurableSpace Ω] {μ : Measure Ω}
```

The mean of the first $N$ samples is
$$\bar X_N=\frac1N\sum_{i=0}^{N-1}X_i .$$

```lean
/-- The mean of the first `N` samples of a chain, for `N ≥ 1`. -/
def sampleMean (X : ℕ → Ω → ℝ) (N : ℕ) (ω : Ω) : ℝ := (∑ i ∈ range N, X i ω) / N
```

Let $\rho(k)$ be the correlation at lag $k$. The factor for a run of $N$ samples is
$$\tau_N=1+2\sum_{k=1}^{N-1}\Bigl(1-\frac kN\Bigr)\rho(k).$$

```lean
/-- The integrated autocorrelation time of a run of `N ≥ 1` samples with
autocorrelation function `ρ`. -/
def tau (ρ : ℕ → ℝ) (N : ℕ) : ℝ := 1 + 2 * ∑ k ∈ Ico 1 N, (1 - (k : ℝ) / N) * ρ k
```

The range `Ico 1 N` contains $1,\dots,N-1$ and is empty for $N=1$, so $\tau_1=1$. In this convention uncorrelated samples have $\tau_N=1$; some authors use half this quantity. The name "integrated autocorrelation time" often refers only to the limit $N\to\infty$, whereas `tau` is its finite-run version.

A simple chain with memory keeps a fraction $r$ of the old value and adds fresh noise $\xi_{n+1}$:
$$X_0=\xi_0,\qquad X_{n+1}=rX_n+\sqrt{1-r^2}\,\xi_{n+1}.$$

```lean
/-- An autoregressive chain: it starts at `ξ 0`, and each later sample is `r` times the previous one
plus fresh noise of amplitude `√(1 - r²)`, for `|r| ≤ 1`. -/
def ar1 (r : ℝ) (ξ : ℕ → Ω → ℝ) : ℕ → Ω → ℝ
  | 0 => ξ 0
  | n + 1 => fun ω => r * ar1 r ξ n ω + √(1 - r ^ 2) * ξ (n + 1) ω
```

This chain will later supply an example with correlations exactly $r^k$. The results on means apply to any chain with the stated covariances.

## Counting pairs by their lag

Let $C(k)$ be the covariance at lag $k$. Among $N$ samples, a lag $k\ge1$ separates $N-k$ pairs. One further sample adds one pair at each lag from $1$ to $N$:
$$\sum_{k=1}^{N}(N+1-k)C(k)=\sum_{k=1}^{N-1}(N-k)C(k)+\sum_{k=1}^{N}C(k).$$
To see this, write $N+1-k=(N-k)+1$ and note that $N-k$ vanishes at $k=N$.

```lean
/-- Lengthening a run from `N` to `N + 1` samples adds one pair at each lag `k` from `1` to `N`, and
so adds one term `C k` for each of these lags to the sum over pairs. -/
theorem sum_lag_succ (C : ℕ → ℝ) (N : ℕ) :
    ∑ k ∈ Ico 1 (N + 1), ((N : ℝ) + 1 - k) * C k
      = ∑ k ∈ Ico 1 N, ((N : ℝ) - k) * C k + ∑ k ∈ Ico 1 (N + 1), C k := by
  rcases Nat.eq_zero_or_pos N with rfl | h
  · simp
  have h1 : 1 ≤ N := h
  have e : ∑ k ∈ Ico 1 (N + 1), ((N : ℝ) - k) * C k
      = ∑ k ∈ Ico 1 N, ((N : ℝ) - k) * C k := by
    rw [Finset.sum_Ico_succ_top h1]
    simp
  rw [← e, ← Finset.sum_add_distrib]
  exact Finset.sum_congr rfl fun k _ => by ring
```

Now let $A_N$ be the sum of all entries of the $N\times N$ covariance matrix. Enlarging the matrix adds a column, an equal row and a corner:
$$A_{N+1}=A_N+2\sum_{k=1}^{N}C(k)+C(0).$$
Starting from $A_0=0$, the previous identity gives by induction
$$A_N=N\,C(0)+2\sum_{k=1}^{N-1}(N-k)C(k).$$

```lean
/-- The sum of all entries of a symmetric covariance matrix that depends only on the lag:
lag `k ≥ 1` occurs `2 (N - k)` times. -/
theorem sum_stationary {c : ℕ → ℕ → ℝ} {C : ℕ → ℝ} (hs : ∀ i j, c i j = c j i)
    (hC : ∀ i k, c i (i + k) = C k) (N : ℕ) :
    ∑ i ∈ range N, ∑ j ∈ range N, c i j
      = N * C 0 + 2 * ∑ k ∈ Ico 1 N, ((N : ℝ) - k) * C k := by
  induction N with
  | zero => simp
  | succ N ih =>
    -- the new column contains each lag from 1 to N once
    have col : ∑ i ∈ range N, c i N = ∑ k ∈ Ico 1 (N + 1), C k := by
      rw [Finset.sum_Ico_eq_sum_range, Nat.add_sub_cancel,
        ← Finset.sum_range_reflect (fun k => C (1 + k)) N]
      refine Finset.sum_congr rfl fun i hi => ?_
      have hi' := Finset.mem_range.mp hi
      have h := hC i (1 + (N - 1 - i))
      rw [show i + (1 + (N - 1 - i)) = N by omega] at h
      exact h
    have row : ∑ j ∈ range N, c N j = ∑ k ∈ Ico 1 (N + 1), C k := by
      rw [← col]
      exact Finset.sum_congr rfl fun j _ => hs N j
    have diag : c N N = C 0 := hC N 0
    simp only [Finset.sum_range_succ, Finset.sum_add_distrib]
    push_cast
    rw [sum_lag_succ, ih, col, row, diag]
    ring
```

The hypotheses `hs` and `hC` say that the matrix is symmetric and depends only on the lag. The facts `col`, `row` and `diag` are the three additions; reversing the order of summation turns the column, read from top to bottom, into a sum over increasing lag.

Since $N(1-k/N)=N-k$, the same weights appear in
$$N\tau_N=N+2\sum_{k=1}^{N-1}(N-k)\rho(k).$$

```lean
/-- The autocorrelation time of `N ≥ 1` samples, multiplied by `N`, is `N` plus twice the sum of
`(N - k) ρ(k)` over the lags `k` from `1` to `N - 1`. -/
theorem card_mul_tau (ρ : ℕ → ℝ) {N : ℕ} (hN : N ≠ 0) :
    N * tau ρ N = N + 2 * ∑ k ∈ Ico 1 N, ((N : ℝ) - k) * ρ k := by
  have hN' : (N : ℝ) ≠ 0 := Nat.cast_ne_zero.mpr hN
  have h : (N : ℝ) * ∑ k ∈ Ico 1 N, (1 - (k : ℝ) / N) * ρ k
      = ∑ k ∈ Ico 1 N, ((N : ℝ) - k) * ρ k := by
    rw [Finset.mul_sum]
    refine Finset.sum_congr rfl fun k _ => ?_
    have hk : (N : ℝ) * (k / N) = k := by field_simp
    linear_combination (-ρ k) * hk
  rw [tau]
  linear_combination 2 * h
```

## The variance of a correlated mean

Suppose $\operatorname{Cov}(X_i,X_{i+k})=\sigma^2\rho(k)$ with $\rho(0)=1$. Expanding the square in the variance gives
$$\operatorname{Var}\bar X_N=\frac1{N^2}\sum_{i,j=0}^{N-1}\operatorname{Cov}(X_i,X_j)
=\frac{\sigma^2}{N^2}\,N\tau_N=\frac{\sigma^2\tau_N}{N}.$$

```lean
/-- For square-integrable samples with covariance `σ² ρ(k)` at lag `k` and `ρ(0) = 1`,
the variance of the mean of `N ≥ 1` samples is `σ² / N` times the autocorrelation time. -/
theorem card_mul_variance_sampleMean [IsProbabilityMeasure μ] {X : ℕ → Ω → ℝ} {σ : ℝ}
    {ρ : ℕ → ℝ} (hX : ∀ i, MemLp (X i) 2 μ) (h0 : ρ 0 = 1)
    (hcov : ∀ i k, cov[X i, X (i + k); μ] = σ ^ 2 * ρ k) {N : ℕ} (hN : N ≠ 0) :
    N * Var[sampleMean X N; μ] = σ ^ 2 * tau ρ N := by
  have hN' : (N : ℝ) ≠ 0 := Nat.cast_ne_zero.mpr hN
  have hv : Var[sampleMean X N; μ]
      = ((N : ℝ)⁻¹) ^ 2 * ∑ i ∈ range N, ∑ j ∈ range N, cov[X i, X j; μ] := by
    rw [← variance_fun_sum' (fun i _ => hX i), ← variance_const_mul]
    congr 1
    funext ω
    exact div_eq_inv_mul _ _
  have hs := sum_stationary (c := fun i j => cov[X i, X j; μ])
    (C := fun k => σ ^ 2 * ρ k) (fun i j => covariance_comm _ _) hcov N
  have hw : ∑ k ∈ Ico 1 N, ((N : ℝ) - k) * (σ ^ 2 * ρ k)
      = σ ^ 2 * ∑ k ∈ Ico 1 N, ((N : ℝ) - k) * ρ k := by
    rw [Finset.mul_sum]
    exact Finset.sum_congr rfl fun k _ => by ring
  have ht : ∑ i ∈ range N, ∑ j ∈ range N, cov[X i, X j; μ] = σ ^ 2 * (N * tau ρ N) := by
    rw [hs, hw, h0, card_mul_tau ρ hN]
    ring
  rw [hv, ht]
  field_simp
```

Here `MemLp (X i) 2 μ` means that $X_i$ is square-integrable, and `hcov` expresses stationarity of the covariances. It is an assumption about the chain, standing for a run whose fluctuations have equilibrated; it is not derived from a Monte Carlo algorithm. The means of the $X_i$ may differ, so the identity measures statistical scatter and says nothing about bias. In the proof, `hv` is the double-sum expansion and `ht` inserts the count by lag.

## Long runs

At fixed $k$ the weight $1-k/N$ tends to $1$, but the number of terms also grows. Absolute summability of $\rho$ controls the tail. For a cutoff $K<N$, the difference between the weighted sum and $\sum_{k\ge1}\rho(k)$ is at most
$$\frac1N\sum_{k=1}^{K}k|\rho(k)|+\sum_{k>K}|\rho(k)|.$$
Choose $K$ to make the second term small, then $N$ to make the first small. Hence
$$\tau_N\longrightarrow1+2\sum_{k=0}^{\infty}\rho(k+1).$$

```lean
/-- For a summable autocorrelation function, the autocorrelation time of a run converges
to one plus twice the sum of the correlations at all positive lags. -/
theorem tau_tendsto {ρ : ℕ → ℝ} (hρ : Summable ρ) :
    Tendsto (tau ρ) atTop (𝓝 (1 + 2 * ∑' k, ρ (k + 1))) := by
  let f : ℕ → ℕ → ℝ := fun N k =>
    if k + 1 < N then (1 - ((k + 1 : ℕ) : ℝ) / N) * ρ (k + 1) else 0
  have key : tau ρ = fun N => 1 + 2 * ∑' k, f N k := by
    funext N
    rw [tau, Finset.sum_Ico_eq_sum_range, tsum_eq_sum (s := range (N - 1))]
    · congr 2
      refine Finset.sum_congr rfl fun k hk => ?_
      have hk' := Finset.mem_range.mp hk
      simp only [f]
      rw [if_pos (by omega), add_comm 1 k]
    · intro k hk
      have hk' : ¬ k < N - 1 := fun h => hk (Finset.mem_range.mpr h)
      exact if_neg (by omega)
  rw [key]
  refine Tendsto.const_add 1 (Tendsto.const_mul 2 ?_)
  -- each weight tends to one and never exceeds one
  refine tendsto_tsum_of_dominated_convergence (bound := fun k => ‖ρ (k + 1)‖)
    (summable_norm_iff.2 ((summable_nat_add_iff 1).2 hρ)) (fun k => ?_)
    (Eventually.of_forall fun N k => ?_)
  · have h1 : Tendsto (fun N : ℕ => (1 - ((k + 1 : ℕ) : ℝ) / N) * ρ (k + 1)) atTop
        (𝓝 (ρ (k + 1))) := by
      simpa using ((tendsto_const_div_atTop_nhds_zero_nat
        ((k + 1 : ℕ) : ℝ)).const_sub 1).mul_const (ρ (k + 1))
    refine h1.congr' ?_
    filter_upwards [eventually_gt_atTop (k + 1)] with N hN
    exact (if_pos hN).symm
  · simp only [f]
    split_ifs with h
    · have h1 : ((k + 1 : ℕ) : ℝ) / N ≤ 1 :=
        div_le_one_of_le₀ (by exact_mod_cast h.le) (Nat.cast_nonneg N)
      have h0 : 0 ≤ ((k + 1 : ℕ) : ℝ) / N := by positivity
      rw [norm_mul]
      refine mul_le_of_le_one_left (norm_nonneg _) ?_
      rw [Real.norm_eq_abs, abs_le]
      constructor <;> linarith
    · simp
```

For real sequences, `Summable` means absolute convergence. The proof extends the finite sum by zeros to the function `f` and applies dominated convergence for series, with $|\rho(k+1)|$ as the bound. Its two remaining goals are the limit of each term and that bound.

For $\rho(k)=r^k$ with $|r|<1$, the geometric series gives
$$1+2\sum_{k=0}^{\infty}r^{k+1}=1+\frac{2r}{1-r}=\frac{1+r}{1-r}.$$

```lean
/-- For correlations `r^k` with `|r| < 1`, the autocorrelation time of a run converges to
`(1 + r) / (1 - r)`. -/
theorem tau_geometric_tendsto {r : ℝ} (hr : |r| < 1) :
    Tendsto (tau fun k => r ^ k) atTop (𝓝 ((1 + r) / (1 - r))) := by
  have h : 1 - r ≠ 0 := by linarith [(abs_lt.mp hr).2] |> fun h : 0 < 1 - r => h.ne'
  have hi : (1 - r)⁻¹ * (1 - r) = 1 := inv_mul_cancel₀ h
  have e : 1 + 2 * ∑' k : ℕ, r ^ (k + 1) = (1 + r) / (1 - r) := by
    simp only [pow_succ]
    rw [tsum_mul_right, tsum_geometric_of_abs_lt_one hr, eq_div_iff h]
    linear_combination 2 * r * hi
  rw [← e]
  exact tau_tendsto (summable_geometric_of_abs_lt_one hr)
```

Take $r=\tfrac12$ and $N=4$. Then
$$\tau_4=1+2\left(\frac34\cdot\frac12+\frac12\cdot\frac14+\frac14\cdot\frac18\right)=\frac{33}{16}=2.0625,$$
while the limit is $3$. The mean of these four samples has variance $\tfrac{33}{64}\sigma^2$, about twice the uncorrelated value $\tfrac14\sigma^2$. In a long run, three such samples carry about as much information on the mean as one uncorrelated sample.

The condition $|r|<1$ excludes a chain that never forgets. At $r=1$ every correlation is $1$, and
$$\tau_N=1+2\sum_{k=1}^{N-1}\Bigl(1-\frac kN\Bigr)=1+(N-1)=N,$$
which diverges. All samples can then be copies of $X_0$, and averaging them leaves the variance at $\sigma^2$.

Combining the geometric limit with the variance identity gives
$$N\operatorname{Var}\bar X_N=\sigma^2\tau_N\longrightarrow\sigma^2\,\frac{1+r}{1-r}.$$

```lean
/-- For square-integrable samples with covariance `σ² r^k` at lag `k` and `|r| < 1`, `N` times
the variance of the mean of `N` samples converges to `σ² (1 + r) / (1 - r)`. -/
theorem variance_sampleMean_tendsto [IsProbabilityMeasure μ] {X : ℕ → Ω → ℝ} {σ r : ℝ}
    (hX : ∀ i, MemLp (X i) 2 μ) (hr : |r| < 1)
    (hcov : ∀ i k, cov[X i, X (i + k); μ] = σ ^ 2 * r ^ k) :
    Tendsto (fun N : ℕ => N * Var[sampleMean X N; μ]) atTop
      (𝓝 (σ ^ 2 * ((1 + r) / (1 - r)))) := by
  refine ((tau_geometric_tendsto hr).const_mul (σ ^ 2)).congr' ?_
  filter_upwards [eventually_ne_atTop 0] with N hN
  exact (card_mul_variance_sampleMean hX (pow_zero r) hcov hN).symm
```

The variance identity holds for $N\ne0$, which is enough for a limit: `filter_upwards` discards the single exceptional index. The theorem concerns the variance alone; it gives neither a Gaussian distribution for the mean nor a way to estimate $r$ from data.

## A chain with exactly these correlations

Return to the update with noise. Each $X_n$ is a finite linear combination of $\xi_0,\dots,\xi_n$, so square-integrable noise gives square-integrable samples.

```lean
/-- An autoregressive chain driven by square-integrable noise is square-integrable. -/
theorem ar1_memLp {ξ : ℕ → Ω → ℝ} (r : ℝ) (hξ : ∀ i, MemLp (ξ i) 2 μ) (n : ℕ) :
    MemLp (ar1 r ξ n) 2 μ := by
  induction n with
  | zero => exact hξ 0
  | succ n ih => exact (ih.const_mul r).add ((hξ (n + 1)).const_mul _)
```

Let the noise have unit variance and vanishing covariance between different times, and let $|r|\le1$. Since $X_n$ contains no noise later than $\xi_n$,
$$\operatorname{Cov}(\xi_m,X_n)=0\qquad(m>n).$$
The variance therefore stays at one, because $\operatorname{Var}X_0=1$ and
$$\operatorname{Var}X_{n+1}=r^2\operatorname{Var}X_n+(1-r^2)=1.$$
One more step multiplies the covariance by $r$:
$$\operatorname{Cov}(X_i,X_{i+k+1})=r\operatorname{Cov}(X_i,X_{i+k})+\sqrt{1-r^2}\,\operatorname{Cov}(X_i,\xi_{i+k+1})=r\operatorname{Cov}(X_i,X_{i+k}).$$
Starting from $\operatorname{Var}X_i=1$, induction on $k$ gives $\operatorname{Cov}(X_i,X_{i+k})=r^k$.

```lean
/-- Driven by square-integrable, uncorrelated noise of unit variance, the autoregressive chain
with `|r| ≤ 1` has covariance `r^k` at lag `k`. -/
theorem ar1_covariance [IsProbabilityMeasure μ] {ξ : ℕ → Ω → ℝ} {r : ℝ} (hr : |r| ≤ 1)
    (hξ : ∀ i, MemLp (ξ i) 2 μ) (hw : ∀ i j, cov[ξ i, ξ j; μ] = if i = j then 1 else 0)
    (i k : ℕ) : cov[ar1 r ξ i, ar1 r ξ (i + k); μ] = r ^ k := by
  have hM := ar1_memLp r hξ
  have step : ∀ {Y : Ω → ℝ}, MemLp Y 2 μ → ∀ n, cov[Y, ar1 r ξ (n + 1); μ]
      = r * cov[Y, ar1 r ξ n; μ] + √(1 - r ^ 2) * cov[Y, ξ (n + 1); μ] := by
    intro Y hY n
    rw [← covariance_const_mul_right, ← covariance_const_mul_right,
      ← covariance_add_right hY ((hM n).const_mul r) ((hξ (n + 1)).const_mul _)]
    rfl
  -- later noise is uncorrelated with the present sample
  have noise : ∀ n m, n < m → cov[ξ m, ar1 r ξ n; μ] = 0 := by
    intro n m
    induction n with
    | zero =>
      intro h
      exact (hw m 0).trans (if_neg (by omega))
    | succ n ih =>
      intro h
      rw [step (hξ m), ih (by omega), hw, if_neg (by omega)]
      ring
  have hs : √(1 - r ^ 2) * √(1 - r ^ 2) = 1 - r ^ 2 :=
    Real.mul_self_sqrt (by linarith [(sq_le_one_iff_abs_le_one r).2 hr])
  -- the update keeps the variance equal to one
  have var : ∀ n, cov[ar1 r ξ n, ar1 r ξ n; μ] = 1 := by
    intro n
    induction n with
    | zero => exact (hw 0 0).trans (if_pos rfl)
    | succ n ih =>
      have a : cov[ar1 r ξ (n + 1), ar1 r ξ n; μ] = r := by
        rw [covariance_comm, step (hM n), ih, covariance_comm, noise n (n + 1) (by omega)]
        ring
      have b : cov[ar1 r ξ (n + 1), ξ (n + 1); μ] = √(1 - r ^ 2) := by
        rw [covariance_comm, step (hξ _), noise n (n + 1) (by omega), hw, if_pos rfl]
        ring
      rw [step (hM _), a, b]
      linear_combination hs
  induction k with
  | zero => simpa using var i
  | succ k ih =>
    rw [← add_assoc, step (hM i), ih, covariance_comm, noise i (i + k + 1) (by omega)]
    ring
```

The hypothesis `hw` states the noise covariances. Inside the proof, `step` expands the update in one argument of the covariance, `noise` is the vanishing covariance with later noise, and `var` is the constant variance. The final induction is the one over the lag. The amplitude $\sqrt{1-r^2}$ replaces exactly the variance lost by shrinking the old value.

Independent standard Gaussian variables provide such noise: for $i\ne j$ independence gives $\operatorname{Cov}(\xi_i,\xi_j)=0$, and $\operatorname{Var}\xi_i=1$. The chain they drive therefore has covariance $r^k$ at lag $k$.

```lean
/-- With independent standard Gaussian variables as noise, the autoregressive chain with
`|r| ≤ 1` is square-integrable and has covariance `r^k` at lag `k`. -/
theorem ar1_gaussian_witness {r : ℝ} (hr : |r| ≤ 1) :
    let P : Measure (ℕ → ℝ) := Measure.infinitePi fun _ => gaussianReal 0 1
    let X := ar1 r fun i (ω : ℕ → ℝ) => ω i
    (∀ i, MemLp (X i) 2 P) ∧ ∀ i k, cov[X i, X (i + k); P] = r ^ k := by
  intro P X
  have mp : ∀ i, MeasurePreserving (Function.eval i) P (gaussianReal 0 1) := fun i =>
    measurePreserving_eval_infinitePi (fun _ : ℕ => gaussianReal 0 1) i
  have hm : ∀ i, MemLp (fun ω : ℕ → ℝ => ω i) 2 P := fun i =>
    (memLp_id_gaussianReal' 2 (by simp)).comp_measurePreserving (mp i)
  have ind : iIndepFun (fun i (ω : ℕ → ℝ) => ω i) P :=
    iIndepFun_infinitePi (P := fun _ : ℕ => gaussianReal 0 1) (X := fun _ x => x)
      (fun _ => measurable_id)
  refine ⟨ar1_memLp r hm, ar1_covariance hr hm fun i j => ?_⟩
  split_ifs with h
  · subst h
    have hv := variance_map (X := id) (Y := Function.eval i) (μ := P)
      aemeasurable_id (measurable_pi_apply i).aemeasurable
    rw [(mp i).map_eq, variance_id_gaussianReal] at hv
    rw [covariance_self (measurable_pi_apply i).aemeasurable]
    exact hv.symm.trans NNReal.coe_one
  · exact (ind.indepFun h).covariance_eq_zero (hm i) (hm j)

end

end AutocorrelationTime
```

A point `ω : ℕ → ℝ` is a whole noise history, its coordinate `ω i` is $\xi_i$, and `Measure.infinitePi` makes the coordinates independent. The proof reads off the square-integrability and variance of one coordinate from the Gaussian distribution, and the zero covariances from independence. For every $|r|<1$, this chain meets the conditions of `variance_sampleMean_tendsto` with $\sigma=1$.

```lean
#print axioms AutocorrelationTime.tau_geometric_tendsto
-- 'AutocorrelationTime.tau_geometric_tendsto' depends on axioms: [propext, Classical.choice, Quot.sound]
#print axioms AutocorrelationTime.variance_sampleMean_tendsto
-- 'AutocorrelationTime.variance_sampleMean_tendsto' depends on axioms: [propext, Classical.choice, Quot.sound]
```
